# With z = 5p/(5p + 3α), a continuous enhancement factor G(p, z) has a joint limit at p = α = 0 exactly when G(0, z) is constant on 0 ≤ z ≤ 1

At the midpoint of the bond in H₂ the density gradient vanishes by symmetry. The molecule has one doubly occupied Kohn–Sham orbital, so its kinetic energy density $\tau$ equals the von Weizsäcker expression $\tau_W$ everywhere, and just off the midpoint the ratio $\tau_W/\tau$ is 1. Now take a homonuclear diatomic molecule in which a second occupied orbital adds a little to $\tau$ at the midpoint. The density gradient still vanishes there, so $\tau_W = 0$ and the ratio is 0, however small the addition is. An exchange functional that reads this ratio as a sign of one-orbital character receives opposite answers from nearly equal local data. Which functionals are affected?

For a spin-unpolarised density $n$ in atomic units, with occupied spin orbitals $\varphi_i$ (so that a doubly occupied orbital is counted twice in the sum), the quantities are

$$\tau = \tfrac12\sum_i|\nabla\varphi_i|^2,\qquad \tau_W = \frac{|\nabla n|^2}{8n},\qquad \tau_{\rm unif} = \tfrac{3}{10}(3\pi^2)^{2/3}n^{5/3},$$

$$p = \frac{|\nabla n|^2}{4(3\pi^2)^{2/3}n^{8/3}},\qquad \alpha = \frac{\tau-\tau_W}{\tau_{\rm unif}},\qquad z = \frac{\tau_W}{\tau}.$$

Here $\tau_{\rm unif}$ belongs to the uniform electron gas, and $p$ is the square of the usual reduced gradient $s$. By its definition $p$ is never negative, and neither is $\alpha$, because $\tau\ge\tau_W$.

```lean
import Mathlib

open Filter Topology Set

namespace OrderOfLimits

noncomputable section
```

## The ratio in terms of p and α

Dividing $\tau_W$ by $\tau_{\rm unif}$ gives

$$\frac{\tau_W}{\tau_{\rm unif}} = \frac{10}{24}\,\frac{|\nabla n|^2}{(3\pi^2)^{2/3}n^{8/3}} = \frac{5p}{3}.$$

By the definition of $\alpha$, $\tau/\tau_{\rm unif} = 5p/3+\alpha$. Therefore

$$z = \frac{5p/3}{5p/3+\alpha} = \frac{5p}{5p+3\alpha}.$$

The Lean function `isoZ` takes this last expression as its definition, with `p` and `α` as free real numbers. The density and the orbitals do not appear in the code. Both $z$ and $\alpha$ are called iso-orbital indicators in the literature; here the name goes with $z$.

```lean
/-- The iso-orbital indicator `z = 5p / (5p + 3α)` as a function of the reduced squared
gradient `p` and the indicator `α`, on the domain `5p + 3α ≠ 0`. -/
def isoZ (p α : ℝ) : ℝ := 5 * p / (5 * p + 3 * α)
```

A joint limit at the origin means that $p$ and $\alpha$ go to zero together, in any manner, while both stay positive. A function $f(p,\alpha)$ has the joint limit $L$ if for every $\varepsilon>0$ there is a $\delta>0$ such that $|f(p,\alpha)-L|<\varepsilon$ whenever $0<p<\delta$ and $0<\alpha<\delta$. In Lean this mode of approach is a filter: the neighbourhoods of `(0, 0)`, restricted to the open quadrant `Ioi 0 ×ˢ Ioi 0`.

```lean
/-- Joint approach to the origin `p = α = 0` through the open quadrant `p > 0`, `α > 0`. -/
def jointOrigin : Filter (ℝ × ℝ) := 𝓝[Ioi 0 ×ˢ Ioi 0] (0, 0)
```

## One variable at a time

Fix $p>0$ and let $\alpha\to0^+$. The numerator of $z$ stays at $5p$ and the denominator tends to $5p\neq0$, so

$$\lim_{\alpha\to0^+}\frac{5p}{5p+3\alpha} = \frac{5p}{5p} = 1.$$

This is the one-orbital limit at a point where the density has a slope. In the statement, `𝓝[>] 0` is the approach to zero from above. The proof applies the quotient rule for limits, `hn.div hd hne`, and then restricts the two-sided limit to positive $\alpha$.

```lean
/-- At fixed `p > 0`, the indicator `z` tends to `1` as `α` tends to `0` from above. -/
theorem tendsto_alpha_zero {p : ℝ} (hp : 0 < p) :
    Tendsto (fun α => isoZ p α) (𝓝[>] 0) (𝓝 1) := by
  have hn : Tendsto (fun _ : ℝ => 5 * p) (𝓝 0) (𝓝 (5 * p)) := tendsto_const_nhds
  have hc : Continuous (fun a : ℝ => 5 * p + 3 * a) := by fun_prop
  have hd := hc.tendsto' 0 (5 * p) (by simp)
  have hne : 5 * p ≠ 0 := by positivity
  have h := (hn.div hd hne).mono_left (nhdsWithin_le_nhds (s := Ioi 0))
  rw [div_self hne] at h
  exact h
```

Fix $\alpha>0$ instead and let $p\to0^+$. The numerator tends to 0 and the denominator to $3\alpha\neq0$, so

$$\lim_{p\to0^+}\frac{5p}{5p+3\alpha} = \frac{0}{3\alpha} = 0.$$

The Lean proof has the same shape as the previous one.

```lean
/-- At fixed `α > 0`, the indicator `z` tends to `0` as `p` tends to `0` from above. -/
theorem tendsto_p_zero {α : ℝ} (hα : 0 < α) :
    Tendsto (fun p => isoZ p α) (𝓝[>] 0) (𝓝 0) := by
  have hm : Continuous (fun p : ℝ => 5 * p) := by fun_prop
  have hn := hm.tendsto' 0 0 (by simp)
  have hc : Continuous (fun p : ℝ => 5 * p + 3 * α) := by fun_prop
  have hd := hc.tendsto' 0 (3 * α) (by simp)
  have hne : 3 * α ≠ 0 := by positivity
  have h := (hn.div hd hne).mono_left (nhdsWithin_le_nhds (s := Ioi 0))
  rw [zero_div] at h
  exact h
```

## Rays on which z is constant

Between these extremes every intermediate value can be held fixed on the way to the origin. Let $\zeta$ denote a prescribed value of $z$; it is not the spin polarisation, for which density functional theory often uses this letter. The condition $5p/(5p+3\alpha)=\zeta$ reads $5(1-\zeta)p = 3\zeta\alpha$, which is solved by $p=3\zeta t$ and $\alpha=5(1-\zeta)t$ with a parameter $t>0$. Then

$$5p+3\alpha = 15\zeta t+15(1-\zeta)t = 15t,\qquad z = \frac{15\zeta t}{15t} = \zeta.$$

The lemma holds for every real $\zeta$, although only values from 0 to 1 have a physical meaning. Its proof computes the denominator as `15 * t` and clears it.

```lean
/-- Along the ray `p = 3ζt`, `α = 5(1 - ζ)t` with `t > 0`, the indicator `z` has the
constant value `ζ`. -/
theorem isoZ_on_ray (ζ : ℝ) {t : ℝ} (ht : 0 < t) :
    isoZ (3 * ζ * t) (5 * (1 - ζ) * t) = ζ := by
  unfold isoZ
  have hden : 5 * (3 * ζ * t) + 3 * (5 * (1 - ζ) * t) = 15 * t := by ring
  have hne : 15 * t ≠ 0 := by positivity
  rw [hden, div_eq_iff hne]
  ring
```

For $0<\zeta<1$ both coordinates $3\zeta t$ and $5(1-\zeta)t$ are positive when $t>0$, and both vanish as $t\to0^+$. Such a ray is therefore an admissible joint approach. The rays for $\zeta=0$ and $\zeta=1$ run along the edges of the quadrant and are left out. The lemma `tendsto_nhdsWithin_iff` splits the claim into these two parts, convergence to the origin and membership in the quadrant.

```lean
/-- For `0 < ζ < 1` the ray `p = 3ζt`, `α = 5(1 - ζ)t` approaches the origin through the
open quadrant as `t` tends to `0` from above. -/
theorem ray_tendsto {ζ : ℝ} (h0 : 0 < ζ) (h1 : ζ < 1) :
    Tendsto (fun t : ℝ => ((3 * ζ * t, 5 * (1 - ζ) * t) : ℝ × ℝ))
      (𝓝[>] 0) jointOrigin := by
  unfold jointOrigin
  refine tendsto_nhdsWithin_iff.mpr ⟨?_, ?_⟩
  · have hc : Continuous (fun t : ℝ => ((3 * ζ * t, 5 * (1 - ζ) * t) : ℝ × ℝ)) := by
      fun_prop
    exact (hc.tendsto' 0 (0, 0) (by simp)).mono_left nhdsWithin_le_nhds
  · filter_upwards [self_mem_nhdsWithin] with t ht
    have ht' : 0 < t := ht
    have h2 : 0 < 1 - ζ := by linarith
    exact ⟨mul_pos (mul_pos (by norm_num) h0) ht', mul_pos (mul_pos (by norm_num) h2) ht'⟩
```

## The condition on the enhancement factor

A semilocal exchange functional multiplies the exchange energy density of the uniform gas by an enhancement factor. Suppose that this factor has the form $G(p,z)$, with $G$ continuous and with $\alpha$ entering only through $z$. The claim is that $G(p,z(p,\alpha))$ has a joint limit at the origin if and only if $G(0,\zeta)$ has the same value for all $\zeta$ in $[0,1]$.

Suppose first that the joint limit $L$ exists. On the ray with $0<\zeta<1$ the factor equals $G(3\zeta t,\zeta)$. As $t\to0^+$ this tends to $L$ by assumption and to $G(0,\zeta)$ by continuity, so $G(0,\zeta)=L$. Since $\zeta\mapsto G(0,\zeta)$ is continuous, the equality extends to $\zeta=0$ and $\zeta=1$. Hence $G(0,\zeta)=L=G(0,0)$ on the whole closed interval.

Suppose conversely that $G(0,\zeta)=c$ for all $\zeta$ in $[0,1]$, and let $\varepsilon>0$. Continuity at the point $(0,\zeta)$ provides a $\delta_\zeta>0$ such that

$$|G(p,\zeta')-c|<\varepsilon\quad\text{whenever } |p|<\delta_\zeta \text{ and } |\zeta'-\zeta|<\delta_\zeta.$$

Finitely many of the intervals $(\zeta-\delta_\zeta,\zeta+\delta_\zeta)$ cover $[0,1]$, because that interval is compact. Let $\delta$ be the smallest of the corresponding $\delta_\zeta$. Then $|G(p,\zeta')-c|<\varepsilon$ for all $|p|<\delta$ and all $\zeta'$ in $[0,1]$ at once. In the quadrant $0<5p<5p+3\alpha$, so $z$ lies between 0 and 1, and $|G(p,z(p,\alpha))-c|<\varepsilon$ as soon as $p<\delta$. The joint limit exists and equals $c$.

In the Lean statement `G` is a function of the pair $(p,z)$. The variable `x` is the pair $(p,\alpha)$, with `x.1` for $p$ and `x.2` for $\alpha$. The left side of the equivalence asks for some finite real limit `L`. The right side expresses constancy by comparing each `G (0, ζ)` with `G (0, 0)`. The hypothesis `hG` demands continuity on the whole plane. A factor given only for $p\ge0$ and $0\le z\le1$, and continuous there, can be extended to such a function by keeping its boundary values beyond the boundary.

```lean
/-- For a continuous enhancement factor `G(p, z)`, the function `G(p, z(p, α))` has a joint
limit at the origin of the quadrant `p, α > 0` if and only if `G(0, ζ)` does not depend on
`ζ` in `[0, 1]`. -/
theorem joint_limit_iff (G : ℝ × ℝ → ℝ) (hG : Continuous G) :
    (∃ L, Tendsto (fun x : ℝ × ℝ => G (x.1, isoZ x.1 x.2)) jointOrigin (𝓝 L)) ↔
      ∀ ζ ∈ Icc (0 : ℝ) 1, G (0, ζ) = G (0, 0) := by
  constructor
  · rintro ⟨L, hL⟩
    -- the ray on which z = ζ forces G(0, ζ) = L
    have key : ∀ ζ ∈ Ioo (0 : ℝ) 1, G (0, ζ) = L := by
      intro ζ hζ
      have h1 := hL.comp (ray_tendsto hζ.1 hζ.2)
      have hc : Continuous (fun t : ℝ => G (3 * ζ * t, ζ)) := by fun_prop
      have h2 : Tendsto (fun t : ℝ => G (3 * ζ * t, ζ)) (𝓝[>] 0) (𝓝 (G (0, ζ))) :=
        (hc.tendsto' 0 (G (0, ζ)) (by simp)).mono_left nhdsWithin_le_nhds
      refine tendsto_nhds_unique h2 (h1.congr' ?_)
      filter_upwards [self_mem_nhdsWithin] with t ht
      show G (3 * ζ * t, isoZ (3 * ζ * t) (5 * (1 - ζ) * t)) = G (3 * ζ * t, ζ)
      rw [isoZ_on_ray ζ ht]
    -- continuity carries the equality to the endpoints
    have hclosed : IsClosed {ζ : ℝ | G (0, ζ) = L} :=
      isClosed_eq (by fun_prop) continuous_const
    have hsub : closure (Ioo (0 : ℝ) 1) ⊆ {ζ : ℝ | G (0, ζ) = L} :=
      closure_minimal key hclosed
    rw [closure_Ioo (zero_ne_one' ℝ)] at hsub
    intro ζ hζ
    have ha : G (0, ζ) = L := hsub hζ
    have hb : G (0, 0) = L := hsub ⟨le_refl 0, zero_le_one⟩
    rw [ha, hb]
  · intro h
    refine ⟨G (0, 0), ?_⟩
    rw [Metric.tendsto_nhds]
    intro ε hε
    -- compactness of [0, 1] gives closeness uniformly in ζ
    have hu : ∀ᶠ p in 𝓝 (0 : ℝ), ∀ ζ ∈ Icc (0 : ℝ) 1,
        dist (G (p, ζ)) (G (0, 0)) < ε := by
      apply isCompact_Icc.eventually_forall_of_forall_eventually
      intro ζ hζ
      have h1 := hG.tendsto (0, ζ)
      rw [h ζ hζ] at h1
      exact Metric.tendsto_nhds.mp h1 ε hε
    have hp : Tendsto Prod.fst jointOrigin (𝓝 (0 : ℝ)) :=
      (continuous_fst.tendsto ((0 : ℝ), (0 : ℝ))).mono_left nhdsWithin_le_nhds
    have hpos : ∀ᶠ x in jointOrigin, x ∈ (Ioi 0 ×ˢ Ioi 0 : Set (ℝ × ℝ)) :=
      self_mem_nhdsWithin
    filter_upwards [hp.eventually hu, hpos] with x hx hq
    have h1 : 0 < x.1 := hq.1
    have h2 : 0 < x.2 := hq.2
    -- z stays between 0 and 1 on the quadrant
    apply hx
    unfold isoZ
    constructor
    · positivity
    · rw [div_le_one (by positivity)]
      linarith
```

In the first half, `hL.comp` restricts the assumed limit to a ray, and `tendsto_nhds_unique` equates the two limits found there. The step to the endpoints uses that the set where $G(0,\zeta)=L$ is closed: by `closure_minimal` it contains the closure of the open interval, which `closure_Ioo` identifies as $[0,1]$. In the second half, `hu` is the uniform estimate, and the last lines verify $0\le z\le1$ on the quadrant.

## How compactness exchanges the quantifiers

The choice of a finite cover and of the smallest $\delta_\zeta$ is contained in one Mathlib lemma, `eventually_forall_of_forall_eventually`, applied to `isCompact_Icc`. Its hypothesis concerns one $\zeta$ at a time: for each $\zeta$ in the compact set, the desired property holds at all pairs sufficiently near $(0,\zeta)$. Its conclusion reverses the order: for all $p$ sufficiently near 0, the property holds for every $\zeta$ in the set. After the lemma is applied, what remains to be shown is continuity of $G$ at a single point $(0,\zeta)$, with the value there rewritten as $G(0,0)$ by the constancy assumption.

The exchange would fail if $\zeta$ ranged over all real numbers. For $G(p,\zeta)=p\,\zeta$ the value at $p=0$ is always 0, yet no $p\neq0$, however small, makes $|p\,\zeta|<\varepsilon$ for every real $\zeta$. The bound $0\le z\le1$, which expresses $0\le\tau_W\le\tau$, is what confines the problem to a compact interval.

## Separate continuity is too weak

Continuity of $G$ in each variable separately would not suffice for the equivalence. Take

$$G(p,z) = \frac{2p\,(z-\tfrac12)}{p^2+(z-\tfrac12)^2},\qquad G(0,\tfrac12)=0.$$

With either variable fixed, this is a continuous function of the other, and $G(0,\zeta)=0$ for every $\zeta$. On the ray $z=\tfrac12$ the factor is 0. On the curve $z=\tfrac12+p$, that is

$$\alpha = \frac{5p\,(\tfrac12-p)}{3\,(\tfrac12+p)},\qquad 0<p<\tfrac12,$$

the factor is $2p^2/(2p^2)=1$, and this curve also reaches the origin inside the quadrant as $p\to0^+$. There is no joint limit although $G(0,\zeta)$ is constant. This example rests on the calculation just given and has no Lean proof here.

## The indicator itself, and its product with p

Take $G(p,z)=z$. Then $G(0,1)=1$ while $G(0,0)=0$, so the condition fails and $z(p,\alpha)$ has no joint limit. The Lean proof argues in the same way: from an assumed limit, `joint_limit_iff` at $\zeta=1$ yields $1=0$.

```lean
/-- The indicator `z(p, α)` has no joint limit at the origin of the quadrant `p, α > 0`. -/
theorem no_joint_limit :
    ¬ ∃ L, Tendsto (fun x : ℝ × ℝ => isoZ x.1 x.2) jointOrigin (𝓝 L) := by
  intro h
  have h1 := (joint_limit_iff (fun y => y.2) continuous_snd).mp h 1
    ⟨zero_le_one, le_refl 1⟩
  exact one_ne_zero h1
```

Take $G(p,z)=p\,z$ instead. Now $G(0,\zeta)=0$ for every $\zeta$, and the joint limit exists. A direct estimate agrees, since $0<p\,z<p$ in the quadrant, and it shows that the limit is 0; the theorem states only that a limit exists. The indicator is as undecided as before, but the factor $p$ suppresses its effect.

```lean
/-- The product `p z(p, α)` does have a joint limit at the origin of the quadrant
`p, α > 0`. -/
theorem damped_joint_limit :
    ∃ L, Tendsto (fun x : ℝ × ℝ => x.1 * isoZ x.1 x.2) jointOrigin (𝓝 L) :=
  (joint_limit_iff (fun y => y.1 * y.2) (by fun_prop)).mpr (by intro ζ _; simp)

end

end OrderOfLimits
```

For meta-generalised-gradient functionals whose enhancement factor is a continuous $G(p,z)$, the criterion can be checked by setting $p=0$ and asking whether any dependence on $z$ is left. If some is left for $z$ between 0 and 1, there are points with arbitrarily small $p$ and $\alpha$ at which the values of the factor differ by a fixed amount. The contrast in the opening, between points just off the midpoint of H₂ and the midpoint of the other molecule, comes down to $G(0,1)$ against $G(0,0)$ when $p$ and $\alpha$ are small; these two values may agree even if $G(0,z)$ varies in between. A factor in which $\alpha$ also appears by itself needs a separate analysis.

The step from here to a real molecule concerns the paths. The theorems let $p$ and $\alpha$ vary independently, whereas in a molecule both are functions of position, fixed by one set of orbitals. Whether a given density comes near $p=\alpha=0$, and with which values of $z$, has to be found from that density.

```lean
#print axioms OrderOfLimits.tendsto_p_zero
#print axioms OrderOfLimits.joint_limit_iff
#print axioms OrderOfLimits.no_joint_limit
#print axioms OrderOfLimits.damped_joint_limit
```

```
'OrderOfLimits.tendsto_p_zero' depends on axioms: [propext, Classical.choice, Quot.sound]
'OrderOfLimits.joint_limit_iff' depends on axioms: [propext, Classical.choice, Quot.sound]
'OrderOfLimits.no_joint_limit' depends on axioms: [propext, Classical.choice, Quot.sound]
'OrderOfLimits.damped_joint_limit' depends on axioms: [propext, Classical.choice, Quot.sound]
```
